# The 14-electron closed-shell determinant of jellium in a periodic cube has exchange energy −51/(2πL) in atomic units, with the zero-momentum term omitted

Without an exact value for a small cell, I can't tell a lost factor in my exchange energy from a finite-size effect. I put 14 electrons into a periodic cube of side L with a uniform positive background, and doubly occupy the constant plane wave and the six next ones. My plane-wave program skips the term of zero momentum transfer and returns about −8.12/L hartree, with L in bohr. The bulk exchange formula at the same density gives about −24.9/L, three times as much. Have I miscounted the spins or the pairs, or is −8.12/L right for this cell? And does the answer have a closed form?

## Forty-two ordered pairs give −51/(2πL)

Your number is right for that convention: −51/(2πL) is about −8.12/L. The gap to the bulk formula is a finite-size effect. The bulk formula integrates over all pairs of wave vectors inside a Fermi sphere, while your cell has a sum over pairs from seven wave vectors with the zero transfer left out. That comparison is informal; the closed form is derived here and proved in Lean below.

The occupied plane waves are

φₙ(r) = L^(−3/2) exp(i kₙ·r), with kₙ = 2πn/L,

where n is a vector of three integers (not the density, for which the letter is often used). If |n|² ≤ 1, at most one component is nonzero, and it is ±1. This leaves the zero vector and six unit vectors, seven in all, and two spins make 14 electrons.

In atomic units the periodic Coulomb interaction without its zero-momentum term is

v(r) = (1/L³) Σ_{q≠0} (4π/q²) exp(i q·r).

In ⟨ab|v|cd⟩, electron 1 goes from c to a and electron 2 from d to b. Integrating over the two positions gives q = k_a − k_c and q = k_d − k_b. The element therefore vanishes unless a + b = c + d, and otherwise equals 4π/(L³q²) for q ≠ 0.

The exchange energy is −½ times the sum of ⟨ij|v|ji⟩ over ordered pairs of occupied spin orbitals with equal spin. Each of the two spins contributes the same sum over wave vectors, so the factor 2 cancels the ½:

Eₓ = −Σ_{n≠m} 4π / (L³ (2π/L)² |n − m|²) = −(1/(πL)) Σ_{n≠m} 1/|n − m|².

The remaining sum runs over 7 · 6 = 42 ordered pairs, of three kinds:

- 12 pairs join the zero vector to a unit vector, at squared distance 1, and contribute 12.
- 24 pairs join perpendicular unit vectors, at squared distance 2, and contribute 12.
- 6 pairs join opposite unit vectors, at squared distance 4, and contribute 3/2.

The total is 51/2, so

Eₓ = −51/(2πL).

Counting each pair only once, or only one spin, would halve this.

The other energies of the determinant are short. In the Hartree term ⟨ij|v|ij⟩ the momentum transfer is always zero, so the term vanishes. The kinetic energy is ½(2π/L)² times the sum of |n|² over spin orbitals, which is 2 · 6 = 12:

T = 24π²/L².

Completing the square in 1/L gives the total energy

E = 24π²/L² − 51/(2πL) = 24π² (1/L − 17/(32π³))² − 867/(128π⁴).

Hence E ≥ −867/(128π⁴), with equality exactly at L = 32π³/17, about 58.4 bohr.

```lean
import Mathlib

open Real

namespace JelliumExchange

noncomputable section

/-- The squared length of an integer vector. -/
def lenSq (n : ℤ × ℤ × ℤ) : ℤ := n.1 ^ 2 + n.2.1 ^ 2 + n.2.2 ^ 2

/-- The zero vector and the six unit vectors along the axes. -/
def closedShell : Finset (ℤ × ℤ × ℤ) :=
  {(0, 0, 0), (1, 0, 0), (-1, 0, 0), (0, 1, 0), (0, -1, 0), (0, 0, 1), (0, 0, -1)}

/-- The spin orbitals obtained by putting both spins into each plane wave of `S`. -/
def spinOrbitals (S : Finset (ℤ × ℤ × ℤ)) : Finset ((ℤ × ℤ × ℤ) × Bool) :=
  S ×ˢ Finset.univ

/-- The squared wave vector `|k|²` for `k = 2πn/L` in a periodic cube of side `L ≠ 0`. -/
def waveSq (L : ℝ) (n : ℤ × ℤ × ℤ) : ℝ := (2 * π / L) ^ 2 * (lenSq n : ℝ)

/-- The Coulomb matrix element `⟨ab|v|cd⟩` between plane waves in a cube of side `L ≠ 0`, in
atomic units: momentum is conserved, and the term of zero momentum transfer is omitted. -/
def coulomb (L : ℝ) (a b c d : ℤ × ℤ × ℤ) : ℝ :=
  if a + b = c + d ∧ a ≠ c then 4 * π / (L ^ 3 * waveSq L (a - c)) else 0

/-- The exchange energy of the determinant that doubly occupies the plane waves of `S`, in a
cube of side `L ≠ 0`: only electrons of equal spin exchange. -/
def exchangeEnergy (L : ℝ) (S : Finset (ℤ × ℤ × ℤ)) : ℝ :=
  -(1 / 2) * ∑ i ∈ spinOrbitals S, ∑ j ∈ spinOrbitals S,
    if i.2 = j.2 then coulomb L i.1 j.1 j.1 i.1 else 0

/-- The direct (Hartree) energy of the same determinant, in a cube of side `L ≠ 0`. -/
def hartreeEnergy (L : ℝ) (S : Finset (ℤ × ℤ × ℤ)) : ℝ :=
  1 / 2 * ∑ i ∈ spinOrbitals S, ∑ j ∈ spinOrbitals S, coulomb L i.1 j.1 i.1 j.1

/-- The kinetic energy of the same determinant, in a cube of side `L ≠ 0`. -/
def kineticEnergy (L : ℝ) (S : Finset (ℤ × ℤ × ℤ)) : ℝ :=
  ∑ i ∈ spinOrbitals S, waveSq L i.1 / 2

/-- The sum of kinetic, Hartree and exchange energy, in a cube of side `L ≠ 0`. -/
def totalEnergy (L : ℝ) (S : Finset (ℤ × ℤ × ℤ)) : ℝ :=
  kineticEnergy L S + hartreeEnergy L S + exchangeEnergy L S

/-- The closed shell consists of exactly the integer vectors of squared length at most 1. -/
theorem mem_closedShell (n : ℤ × ℤ × ℤ) : n ∈ closedShell ↔ lenSq n ≤ 1 := by
  constructor
  · have key : ∀ m ∈ closedShell, lenSq m ≤ 1 := by decide +kernel
    exact key n
  · obtain ⟨x, y, z⟩ := n
    intro h
    change x ^ 2 + y ^ 2 + z ^ 2 ≤ 1 at h
    -- each coordinate lies between -1 and 1, which leaves finitely many cases
    have key : ∀ a ∈ Finset.Icc (-1 : ℤ) 1, ∀ b ∈ Finset.Icc (-1 : ℤ) 1,
        ∀ c ∈ Finset.Icc (-1 : ℤ) 1, a ^ 2 + b ^ 2 + c ^ 2 ≤ 1 →
          (a, b, c) ∈ closedShell := by decide +kernel
    have hx := sq_nonneg x
    have hy := sq_nonneg y
    have hz := sq_nonneg z
    exact key x (Finset.mem_Icc.mpr ⟨by nlinarith, by nlinarith⟩)
      y (Finset.mem_Icc.mpr ⟨by nlinarith, by nlinarith⟩)
      z (Finset.mem_Icc.mpr ⟨by nlinarith, by nlinarith⟩) h

/-- Over the ordered pairs of distinct vectors in the closed shell, the inverse squared
distances add up to 51/2. -/
theorem pair_sum :
    ∑ p ∈ closedShell.offDiag, 1 / (lenSq (p.1 - p.2) : ℚ) = 51 / 2 := by
  decide +kernel

/-- The exchange energy is minus the sum of the exchange matrix elements over all ordered pairs of
plane waves of `S`, with no spin sum and no factor 1/2 left. -/
theorem exchange_spin_sum (L : ℝ) (S : Finset (ℤ × ℤ × ℤ)) :
    exchangeEnergy L S = -∑ n ∈ S, ∑ m ∈ S, coulomb L n m m n := by
  simp only [exchangeEnergy, spinOrbitals, Finset.sum_product, Fintype.sum_bool,
    reduceCtorEq, if_true, if_false, Finset.sum_add_distrib, Finset.sum_const_zero,
    add_zero, zero_add]
  ring

/-- For any finite set of doubly occupied plane waves in a cube of side `L > 0`, the exchange energy
times `L` is `-1/π` times the sum of inverse squared distances over ordered pairs of distinct
integer vectors from that set. -/
theorem exchange_eq_pair_sum {L : ℝ} (hL : 0 < L) (S : Finset (ℤ × ℤ × ℤ)) :
    L * exchangeEnergy L S =
      -(1 / π * ∑ p ∈ S.offDiag, 1 / (lenSq (p.1 - p.2) : ℝ)) := by
  -- the diagonal carries zero momentum transfer and drops out
  have h : ∑ p ∈ S.offDiag, coulomb L p.1 p.2 p.2 p.1 =
      ∑ n ∈ S, ∑ m ∈ S, coulomb L n m m n := by
    refine Eq.trans ?_ (Finset.sum_product' S S (fun n m => coulomb L n m m n))
    apply Finset.sum_subset
    · intro p hp
      rw [Finset.mem_offDiag] at hp
      exact Finset.mem_product.mpr ⟨hp.1, hp.2.1⟩
    · intro p hp hn
      have hd : p.1 = p.2 := by
        by_contra hne
        exact hn (Finset.mem_offDiag.mpr
          ⟨(Finset.mem_product.mp hp).1, (Finset.mem_product.mp hp).2, hne⟩)
      simp [coulomb, hd]
  rw [exchange_spin_sum, ← h, mul_neg, Finset.mul_sum, Finset.mul_sum]
  congr 1
  apply Finset.sum_congr rfl
  intro p hp
  have hc : coulomb L p.1 p.2 p.2 p.1 =
      4 * π / (L ^ 3 * ((2 * π / L) ^ 2 * (lenSq (p.1 - p.2) : ℝ))) :=
    if_pos ⟨add_comm _ _, (Finset.mem_offDiag.mp hp).2.2⟩
  rw [hc]
  rcases eq_or_ne (lenSq (p.1 - p.2) : ℝ) 0 with hd | hd
  · simp [hd]
  · have hL' := hL.ne'
    field_simp
    norm_num

/-- Closed-shell jellium with the plane waves `|n|² ≤ 1` doubly occupied in a cube of side
`L > 0` has 14 electrons and the negative exchange energy `-51/(2πL)`, the zero-momentum term
being omitted. -/
theorem exchange_fourteen_electrons {L : ℝ} (hL : 0 < L) :
    (spinOrbitals closedShell).card = 14 ∧
      exchangeEnergy L closedShell = -51 / (2 * π * L) ∧
      exchangeEnergy L closedShell < 0 := by
  have hs := congrArg (Rat.cast : ℚ → ℝ) pair_sum
  push_cast at hs
  have h := exchange_eq_pair_sum hL closedShell
  rw [hs] at h
  have hp : π * (1 / π) = 1 := mul_one_div_cancel pi_ne_zero
  have hE : exchangeEnergy L closedShell = -51 / (2 * π * L) := by
    rw [eq_div_iff (by positivity)]
    linear_combination 2 * π * h - 51 * hp
  refine ⟨by decide +kernel, hE, ?_⟩
  rw [hE]
  exact div_neg_of_neg_of_pos (by norm_num) (by positivity)

/-- With the zero-momentum term omitted, the Hartree energy of doubly occupied plane waves
vanishes. -/
theorem hartree_eq_zero (L : ℝ) (S : Finset (ℤ × ℤ × ℤ)) : hartreeEnergy L S = 0 := by
  simp [hartreeEnergy, coulomb]

/-- The kinetic energy of the 14-electron closed shell is `24π²/L²`. -/
theorem kinetic_fourteen_electrons (L : ℝ) :
    kineticEnergy L closedShell = 24 * π ^ 2 / L ^ 2 := by
  have h6 : ∑ n ∈ closedShell, (lenSq n : ℝ) = 6 := by
    exact_mod_cast (show ∑ n ∈ closedShell, lenSq n = 6 by decide +kernel)
  simp only [kineticEnergy, spinOrbitals, Finset.sum_product, Fintype.sum_bool,
    add_halves, waveSq, ← Finset.mul_sum, h6]
  ring

/-- Among cubes of side `L > 0`, the total energy of the 14-electron closed-shell determinant
is at least `-867/(128π⁴)`, and this value is reached exactly at `L = 32π³/17`. -/
theorem optimal_cube {L : ℝ} (hL : 0 < L) :
    -867 / (128 * π ^ 4) ≤ totalEnergy L closedShell ∧
      (totalEnergy L closedShell = -867 / (128 * π ^ 4) ↔ L = 32 * π ^ 3 / 17) := by
  have hπ := pi_pos
  -- complete the square in 1 / L
  have key : totalEnergy L closedShell =
      24 * π ^ 2 * (1 / L - 17 / (32 * π ^ 3)) ^ 2 + -867 / (128 * π ^ 4) := by
    rw [totalEnergy, kinetic_fourteen_electrons, hartree_eq_zero,
      (exchange_fourteen_electrons hL).2.1]
    field_simp
    ring
  have hpos : 0 ≤ 24 * π ^ 2 * (1 / L - 17 / (32 * π ^ 3)) ^ 2 := by positivity
  refine ⟨by rw [key]; exact le_add_of_nonneg_left hpos, ?_, ?_⟩
  · intro h
    rw [key, add_eq_right] at h
    have hs : (1 / L - 17 / (32 * π ^ 3)) ^ 2 = 0 :=
      (mul_eq_zero.mp h).resolve_left (by positivity)
    have h1 : 1 / L = 17 / (32 * π ^ 3) := sub_eq_zero.mp (pow_eq_zero_iff two_ne_zero |>.mp hs)
    rw [div_eq_div_iff hL.ne' (by positivity)] at h1
    linarith
  · intro h
    have hs : 1 / L - 17 / (32 * π ^ 3) = 0 := by rw [h, one_div_div, sub_self]
    rw [key, hs]
    ring

end

end JelliumExchange
```

```lean
#print axioms JelliumExchange.mem_closedShell
-- 'JelliumExchange.mem_closedShell' depends on axioms: [propext, Classical.choice, Quot.sound]
#print axioms JelliumExchange.exchange_fourteen_electrons
-- 'JelliumExchange.exchange_fourteen_electrons' depends on axioms: [propext, Classical.choice, Quot.sound]
#print axioms JelliumExchange.optimal_cube
-- 'JelliumExchange.optimal_cube' depends on axioms: [propext, Classical.choice, Quot.sound]
```

## Integer triples, a Boolean spin and an omitted zero transfer

A plane wave is represented by its label in `ℤ × ℤ × ℤ`, and `lenSq` is |n|². The theorem `mem_closedShell` says that the explicit list `closedShell` contains an integer vector exactly when its squared length is at most 1. `pair_sum` states the value 51/2; `closedShell.offDiag` is the set of ordered pairs of distinct members, so each unordered pair enters twice.

A spin orbital is a plane-wave label together with a `Bool` for the spin. `spinOrbitals S` puts both spins into every plane wave of a finite set `S`, so double occupation is built in. `waveSq L n` is the squared wave vector, and `coulomb L a b c d` is ⟨ab|v|cd⟩ in the order used above, with `a` and `c` belonging to electron 1. Its condition `a + b = c + d ∧ a ≠ c` expresses momentum conservation and the omission of the zero transfer. In the Hartree energy, this omission stands for the cancellation by the uniform positive background. In the exchange energy it is a convention for the finite cell, and another treatment of the term would change the value.

The main theorem, `exchange_fourteen_electrons`, takes any real L > 0. It states that there are 14 occupied spin orbitals, that the exchange energy is −51/(2πL), and that this is negative. The more general `exchange_eq_pair_sum` holds for every finite set of doubly occupied plane waves, whether or not it is a closed shell. It says that L times the exchange energy is −1/π times the pair sum. For an empty set or a single plane wave both sides are zero.

`hartree_eq_zero` and `kinetic_fourteen_electrons` give the other two energies, and `optimal_cube` gives the lower bound and the one cube that reaches it. This is a minimum over L for one fixed determinant, and both its value and its position depend on the omission of the zero-momentum term. It is not a lower bound on the true ground-state energy: by the variational principle, the determinant's energy at each L is an upper bound on the ground-state energy of the same Hamiltonian. Other occupations are not compared either.

One step from these definitions to the physical system is not proved in Lean: that the defined sums are the energy expectation value of a Slater determinant of normalised plane waves under the periodic Coulomb interaction. The derivation above computes the matrix elements and takes the standard energy formula for a determinant as known. The Lean definitions start from the resulting matrix elements and energy sums, not from integrals over wave functions.

For electronic-structure work, the result gives an exact reference value for plane-wave exchange with the zero-momentum term skipped, restricted to this uniform 14-electron determinant in a cubic cell.

## Finite checks, a cancelled spin factor and a completed square

In `mem_closedShell`, one direction checks the seven listed vectors with `decide +kernel`. For the other, `nlinarith` deduces from x² + y² + z² ≤ 1 that each coordinate lies between −1 and 1. The 27 remaining triples are then checked by evaluation. `pair_sum` evaluates its 42 terms as rational numbers, which replaces the sorting into three kinds of pair.

`exchange_spin_sum` writes out the two spin sums. The unequal-spin terms are zero, the two equal-spin terms agree, and `ring` cancels their factor 2 against the ½.

`exchange_eq_pair_sum` first removes the diagonal. `Finset.sum_subset` allows this because every pair left out has n = m, where `coulomb` is zero. For a distinct pair, `if_pos` selects the Coulomb formula, since n + m = m + n holds and the transfer is nonzero. `field_simp` and `norm_num` then reduce L · 4π/(L³(2π/L)²) to 1/π. The proof also treats the case of a zero squared distance, which distinct integer vectors never produce; Lean's division by zero makes both sides zero there, so no separate argument is needed to exclude it.

For the 14 electrons, the rational value 51/2 is carried over to the real numbers and inserted into the general formula. `linear_combination` solves for the energy, the electron count is evaluated directly, and the sign follows from a negative numerator over a positive denominator.

The Hartree proof is a single simplification, because the condition `a ≠ c` becomes i ≠ i. The kinetic proof evaluates the sum of |n|² over the seven vectors as 6, and the two spins cancel the ½ in the kinetic energy.

In `optimal_cube`, the equation named `key` is the completed square. `positivity` shows that the square term is nonnegative, which gives the bound. If the bound is attained, the square must vanish, so 1/L = 17/(32π³) and L = 32π³/17. Conversely, inserting this L makes the square zero.
